# Entrywise multiplication by a positive semidefinite matrix preserves positive semidefiniteness

The theorem `schur_product` says that if `C` and `ρ` are positive semidefinite complex matrices over the same finite index set, then so is the matrix with elements `C i j * ρ i j`. In physical terms, `ρ` may be a density matrix whose populations and coherences are each multiplied by a factor taken from `C`. Neither matrix needs unit trace, and the diagonal of `C` need not be 1, so the trace of `ρ` may change. The proof writes `C` as `Bᴴ * B`, which turns the product into a sum of conjugations of `ρ` by diagonal matrices, one for each row of `B`. Each term is positive semidefinite, and hence so is the sum.

As first written in Lean, the proof fails:

```lean
import Mathlib

open Matrix
open scoped ComplexOrder

namespace SchurProduct

variable {n m κ : Type*} [Fintype n] [DecidableEq n] [Fintype m] [DecidableEq m] [Fintype κ]

/-- The Schur map of `C` multiplies each matrix element `ρ i j` by the factor `C i j`. -/
def schurMap (C ρ : Matrix n n ℂ) : Matrix n n ℂ := of fun i j => C i j * ρ i j

/-- If `C = B†B`, the Schur map of `C` is a sum of conjugations by diagonal matrices,
one for each row of `B`. -/
theorem schurMap_eq_sum_diagonal (B : Matrix κ n ℂ) (ρ : Matrix n n ℂ) :
    schurMap (Bᴴ * B) ρ = ∑ k, (diagonal (B k))ᴴ * ρ * diagonal (B k) := by
  ext i j
  simp only [Matrix.sum_apply, diagonal_conjTranspose, mul_diagonal, diagonal_mul, schurMap,
    of_apply, Pi.star_apply]
  rw [Matrix.mul_apply, Finset.sum_mul]
  refine Finset.sum_congr rfl fun k _ => ?_
  rw [conjTranspose_apply]
  ring

/-- Every positive semidefinite matrix `C` has the form `B†B`. -/
theorem exists_factor {C : Matrix n n ℂ} (hC : C.PosSemidef) :
    ∃ B : Matrix n n ℂ, C = Bᴴ * B := by
  let U : Matrix n n ℂ := hC.isHermitian.eigenvectorUnitary
  let s : n → ℂ := fun i => (Real.sqrt (hC.isHermitian.eigenvalues i) : ℂ)
  have hU : C = U * diagonal (fun i => (hC.isHermitian.eigenvalues i : ℂ)) * Uᴴ :=
    hC.isHermitian.spectral_theorem
  -- the eigenvalues are nonnegative and have real square roots
  have hs : diagonal (fun i => (hC.isHermitian.eigenvalues i : ℂ)) =
      (diagonal s)ᴴ * diagonal s := by
    rw [diagonal_conjTranspose, diagonal_mul_diagonal]
    refine congrArg diagonal (funext fun i => ?_)
    simp only [s, Pi.star_apply, Complex.star_def, Complex.conj_ofReal]
    rw [← Complex.ofReal_mul, Real.mul_self_sqrt (hC.eigenvalues_nonneg i)]
  refine ⟨diagonal s * Uᴴ, hU.trans ?_⟩
  rw [hs, conjTranspose_mul, conjTranspose_conjTranspose]
  simp only [Matrix.mul_assoc]

/-- Schur product theorem: the entrywise product of two positive semidefinite matrices is
positive semidefinite. -/
theorem schur_product {C ρ : Matrix n n ℂ} (hC : C.PosSemidef) (hρ : ρ.PosSemidef) :
    (schurMap C ρ).PosSemidef := by
  obtain ⟨B, rfl⟩ := posSemidef_iff_eq_conjTranspose_mul_self.1 hC
  rw [schurMap_eq_sum_diagonal]
  exact posSemidef_sum _ fun k _ => hρ.conjTranspose_mul_mul_same _

end SchurProduct
```

Compiling this gives:

```
Main.lean:47:21: error(lean.unknownIdentifier): Unknown identifier `posSemidef_iff_eq_conjTranspose_mul_self`
Main.lean:47:9: error: Tactic `rcases` failed: `x✝ : ?m.18` is not an inductive datatype
```

After these edits no error is left:

```diff
@@ -45,5 +45,5 @@
 theorem schur_product {C ρ : Matrix n n ℂ} (hC : C.PosSemidef) (hρ : ρ.PosSemidef) :
     (schurMap C ρ).PosSemidef := by
-  obtain ⟨B, rfl⟩ := posSemidef_iff_eq_conjTranspose_mul_self.1 hC
+  obtain ⟨B, rfl⟩ := exists_factor hC
   rw [schurMap_eq_sum_diagonal]
   exact posSemidef_sum _ fun k _ => hρ.conjTranspose_mul_mul_same _
```

What went wrong. The first message says that Lean finds nothing called `posSemidef_iff_eq_conjTranspose_mul_self`, either under that bare name or in the namespaces open at that point. The second error follows from the first. With the name unresolved, the term given to `obtain` has no known type, only the placeholder `?m.18`, so `rcases` has no existential statement to split into a matrix `B` and an equation.

The repair uses `exists_factor`, which is proved earlier in the same file and supplies the factorisation needed here: from `hC` it gives a `B` with `C = Bᴴ * B`. It is a plain implication, not an equivalence, so it is applied directly to `hC`, without `.1`. The pattern `rfl` then replaces `C` by `Bᴴ * B` throughout, which is the form that `schurMap_eq_sum_diagonal` rewrites. The last two lines of the proof stay as they were.
